# The Shockley–Read–Hall denominator is strictly convex in the reduced trap energy, with its minimum at $\tfrac12\ln(t_n/t_p)$

## Which trap energies make recombination fast?

I let the trap energy vary as a free real number $x$, measured from the intrinsic level in units of $k_BT$, and hold the lifetimes $t_n,t_p$ and the densities $n,p,n_i$ fixed and positive. The denominator of the Shockley–Read–Hall (SRH) rate is then

$$D(x)=t_p\,(n+n_i e^{x})+t_n\,(p+n_i e^{-x}).$$

I believe that $D$ is strictly convex with a unique minimum at $x=\tfrac12\ln(t_n/t_p)$. I also believe that $D\le 3t_pn+t_np$ for $\ln\frac{t_nn_i}{t_pn}\le x\le\ln\frac{n}{n_i}$, and that $D>2t_pn$ outside this interval. Can this be made rigorous and checked by machine, and what does it say about the recombination rate?

## The trap energy as the only variable

Treating $x$ as an independent real variable is the choice on which everything rests. It means that moving the level changes neither the carrier densities nor the lifetimes. In a real material, a defect with a different level usually has different capture coefficients too, so $D(x)$ compares hypothetical traps that differ in energy alone.

Here $t_n$ and $t_p$ are the electron and hole capture lifetimes, each the inverse of the product of a capture coefficient and the trap density, and $n_i$ is the intrinsic carrier density. The products $n_1=n_ie^x$ and $p_1=n_ie^{-x}$ are the densities that electrons and holes would have if the Fermi level lay at the trap; they measure thermal emission from it. The net rate is

$$U(x)=\frac{np-n_i^2}{D(x)}.$$

**The minimum.** Write $x_0=\tfrac12\ln(t_n/t_p)$. Then $e^{x_0}=\sqrt{t_n/t_p}$, and therefore

$$t_pe^x=\sqrt{t_pt_n}\,e^{x-x_0},\qquad t_ne^{-x}=\sqrt{t_pt_n}\,e^{-(x-x_0)}.$$

Adding the two and multiplying by $n_i$ gives

$$D(x)=t_pn+t_np+2n_i\sqrt{t_pt_n}\,\cosh(x-x_0).$$

Since $\cosh y>1$ for $y\neq0$ and $\cosh 0=1$, the unique minimum is at $x_0$, with value $t_pn+t_np+2n_i\sqrt{t_pt_n}$. Strict convexity follows from $D''(x)=n_i(t_pe^x+t_ne^{-x})>0$.

**The window.** Exponentiating its two ends turns the interval into two inequalities:

$$n_ie^x\le n,\qquad t_nn_ie^{-x}\le t_pn.$$

At the upper end $n_1=n$, so the trap sits at the electron quasi-Fermi level. At the lower end $p_1/t_p=n/t_n$, so an empty trap emits a hole as readily as it captures an electron.

Now split the denominator as

$$D=t_pn+t_np+t_pn_ie^x+t_nn_ie^{-x}.$$

Inside the window each of the last two terms is at most $t_pn$, so $D\le3t_pn+t_np$. Outside, at least one of them exceeds $t_pn$ while the other is positive, so $D>2t_pn+t_np$. This is stronger than the bound you proposed, by the term $t_np$.

**An exact threshold.** These two bounds overlap, so they do not by themselves rank a trap inside the window above one outside it. A sharper threshold does:

$$T=2t_pn+t_np+\frac{t_nn_i^2}{n}.$$

Multiplying out, and using $e^xe^{-x}=1$, shows that

$$n\,(T-D(x))=(n-n_ie^x)(t_pn-t_nn_ie^{-x}).$$

Inside the window both factors are nonnegative, so $D\le T$. Conversely, suppose $D\le T$, so that the product is nonnegative. If $x$ were outside the window, one factor would be negative and the other would have to be negative or zero. That would give $n_ie^x\cdot t_nn_ie^{-x}>t_pn^2$. But the left side equals $t_nn_i^2$, so the condition $t_nn_i^2\le t_pn^2$ excludes this case. The same condition says that the window is not empty.

**The rate.** If $np>n_i^2$, the numerator of $U$ is positive and independent of $x$. Dividing it by $D$ reverses every inequality: $U$ has its unique maximum at $x_0$, is at least $(np-n_i^2)/(3t_pn+t_np)$ inside the window, and is less than $(np-n_i^2)/(2t_pn+t_np)$ outside.

The formalisation is this file:

```lean
import Mathlib

open Real Set

namespace SRHTrapLevel

noncomputable section

/-- The Shockley-Read-Hall denominator as a function of the reduced trap energy `x`, for
lifetimes `tn`, `tp`, carrier densities `n`, `p` and intrinsic density `ni`. -/
def srhDenom (tn tp n p ni x : ℝ) : ℝ :=
  tp * (n + ni * exp x) + tn * (p + ni * exp (-x))

/-- The reduced trap energy `ln (tn / tp) / 2`. -/
def optimalLevel (tn tp : ℝ) : ℝ := log (tn / tp) / 2

/-- The window of reduced trap energies from `ln (tn ni / (tp n))` to `ln (n / ni)`. -/
def trapWindow (tn tp n ni : ℝ) : Set ℝ :=
  Icc (log (tn * ni / (tp * n))) (log (n / ni))

/-- The Shockley-Read-Hall net recombination rate for a trap at reduced energy `x`. -/
def srhRate (tn tp n p ni x : ℝ) : ℝ :=
  (n * p - ni ^ 2) / srhDenom tn tp n p ni x

/-- The denominator is a constant plus a hyperbolic cosine centred at the optimal level. -/
theorem srhDenom_eq_cosh {tn tp : ℝ} (n p ni x : ℝ) (htn : 0 < tn) (htp : 0 < tp) :
    srhDenom tn tp n p ni x =
      tp * n + tn * p + 2 * ni * √(tp * tn) * cosh (x - optimalLevel tn tp) := by
  -- write both lifetimes as exponentials
  obtain ⟨a, rfl⟩ : ∃ a, tp = exp a := ⟨log tp, (Real.exp_log htp).symm⟩
  obtain ⟨b, rfl⟩ : ∃ b, tn = exp b := ⟨log tn, (Real.exp_log htn).symm⟩
  have hs : √(exp a * exp b) = exp ((a + b) / 2) := by
    have h : exp a * exp b = exp ((a + b) / 2) ^ 2 := by
      rw [sq, ← Real.exp_add, ← Real.exp_add]
      congr 1
      ring
    rw [h]
    exact Real.sqrt_sq (Real.exp_pos _).le
  have hl : log (exp b / exp a) / 2 = (b - a) / 2 := by
    rw [← Real.exp_sub, Real.log_exp]
  have e1 : exp ((a + b) / 2) * exp (x - (b - a) / 2) = exp a * exp x := by
    rw [← Real.exp_add, ← Real.exp_add]
    congr 1
    ring
  have e2 : exp ((a + b) / 2) * exp (-(x - (b - a) / 2)) = exp b * exp (-x) := by
    rw [← Real.exp_add, ← Real.exp_add]
    congr 1
    ring
  unfold srhDenom optimalLevel
  rw [hs, hl, Real.cosh_eq]
  linear_combination (-ni) * e1 - ni * e2

/-- The denominator is a strictly convex function of the trap energy. -/
theorem srhDenom_strictConvexOn {tn tp ni : ℝ} (n p : ℝ) (htn : 0 < tn) (htp : 0 < tp)
    (hni : 0 < ni) : StrictConvexOn ℝ univ (srhDenom tn tp n p ni) := by
  refine ⟨convex_univ, fun x _ y _ hxy a b ha hb hab => ?_⟩
  obtain rfl : b = 1 - a := by linarith
  have h1 := strictConvexOn_exp.2 (mem_univ x) (mem_univ y) hxy ha hb hab
  have h2 := strictConvexOn_exp.2 (mem_univ (-x)) (mem_univ (-y))
    (fun h => hxy (neg_injective h)) ha hb hab
  simp only [smul_eq_mul] at h1 h2 ⊢
  have h3 : a * -x + (1 - a) * -y = -(a * x + (1 - a) * y) := by ring
  rw [h3] at h2
  -- weight the two exponential inequalities by the capture terms
  have k1 := mul_lt_mul_of_pos_left h1 (mul_pos htp hni)
  have k2 := mul_lt_mul_of_pos_left h2 (mul_pos htn hni)
  unfold srhDenom
  linarith

/-- At the optimal level the denominator equals `tp n + tn p + 2 ni √(tp tn)`, and at every
other trap energy it is strictly larger than there. -/
theorem srhDenom_unique_min {tn tp ni : ℝ} (n p : ℝ) (htn : 0 < tn) (htp : 0 < tp)
    (hni : 0 < ni) :
    srhDenom tn tp n p ni (optimalLevel tn tp) = tp * n + tn * p + 2 * ni * √(tp * tn) ∧
      ∀ x, x ≠ optimalLevel tn tp →
        srhDenom tn tp n p ni (optimalLevel tn tp) < srhDenom tn tp n p ni x := by
  have h0 : srhDenom tn tp n p ni (optimalLevel tn tp)
      = tp * n + tn * p + 2 * ni * √(tp * tn) := by
    rw [srhDenom_eq_cosh n p ni _ htn htp, sub_self, Real.cosh_zero, mul_one]
  refine ⟨h0, fun x hx => ?_⟩
  rw [h0, srhDenom_eq_cosh n p ni x htn htp]
  have hc : 1 < cosh (x - optimalLevel tn tp) := Real.one_lt_cosh.2 (sub_ne_zero.2 hx)
  have hs : 0 < 2 * ni * √(tp * tn) :=
    mul_pos (mul_pos two_pos hni) (Real.sqrt_pos.2 (mul_pos htp htn))
  have := mul_lt_mul_of_pos_left hc hs
  linarith

/-- A trap lies in the window exactly when `tn ni e^(-x)` is at most `tp n` and
`ni e^x` is at most `n`. -/
theorem mem_trapWindow_iff {tn tp n ni : ℝ} (x : ℝ) (htn : 0 < tn) (htp : 0 < tp)
    (hn : 0 < n) (hni : 0 < ni) :
    x ∈ trapWindow tn tp n ni ↔ tn * (ni * exp (-x)) ≤ tp * n ∧ ni * exp x ≤ n := by
  have h : tn * (ni * exp (-x)) = tn * ni / exp x := by
    rw [Real.exp_neg, div_eq_mul_inv, mul_assoc]
  unfold trapWindow
  rw [mem_Icc, Real.log_le_iff_le_exp (div_pos (mul_pos htn hni) (mul_pos htp hn)),
    Real.le_log_iff_exp_le (div_pos hn hni), div_le_iff₀ (mul_pos htp hn),
    le_div_iff₀ hni, h, div_le_iff₀ (Real.exp_pos x), mul_comm (exp x) (tp * n),
    mul_comm (exp x) ni]

/-- Inside the window the denominator is at most `3 tp n + tn p`; outside it exceeds
`2 tp n + tn p`. -/
theorem srhDenom_window_bounds {tn tp n ni : ℝ} (p x : ℝ) (htn : 0 < tn) (htp : 0 < tp)
    (hn : 0 < n) (hni : 0 < ni) :
    (x ∈ trapWindow tn tp n ni → srhDenom tn tp n p ni x ≤ 3 * tp * n + tn * p) ∧
      (x ∉ trapWindow tn tp n ni → 2 * tp * n + tn * p < srhDenom tn tp n p ni x) := by
  rw [mem_trapWindow_iff x htn htp hn hni]
  have hu : 0 < tp * (ni * exp x) := by positivity
  have hv : 0 < tn * (ni * exp (-x)) := by positivity
  unfold srhDenom
  constructor
  · rintro ⟨h1, h2⟩
    have := mul_le_mul_of_nonneg_left h2 htp.le
    linarith
  · intro h
    -- one of the two trap terms alone already exceeds `tp n`
    by_cases h1 : tn * (ni * exp (-x)) ≤ tp * n
    · have h2 : n < ni * exp x := not_le.1 (fun h2 => h ⟨h1, h2⟩)
      have := mul_lt_mul_of_pos_left h2 htp
      linarith
    · have h2 := not_le.1 h1
      linarith

/-- If `tn ni² ≤ tp n²`, the window is exactly the set of trap energies where the
denominator is at most `2 tp n + tn p + tn ni² / n`. -/
theorem srhDenom_le_iff_mem_window {tn tp n ni : ℝ} (p x : ℝ) (htn : 0 < tn)
    (htp : 0 < tp) (hn : 0 < n) (hni : 0 < ni) (hw : tn * ni ^ 2 ≤ tp * n ^ 2) :
    srhDenom tn tp n p ni x ≤ 2 * tp * n + tn * p + tn * ni ^ 2 / n ↔
      x ∈ trapWindow tn tp n ni := by
  rw [mem_trapWindow_iff x htn htp hn hni]
  have hEF : exp x * exp (-x) = 1 := by rw [← Real.exp_add, add_neg_cancel, Real.exp_zero]
  have hq : n * (tn * ni ^ 2 / n) = tn * ni ^ 2 := mul_div_cancel₀ _ hn.ne'
  -- the distance to the threshold factorises
  have key : n * (2 * tp * n + tn * p + tn * ni ^ 2 / n - srhDenom tn tp n p ni x)
      = (n - ni * exp x) * (tp * n - tn * (ni * exp (-x))) := by
    unfold srhDenom
    linear_combination hq - tn * ni ^ 2 * hEF
  have hprod : (ni * exp x) * (tn * (ni * exp (-x))) = tn * ni ^ 2 := by
    linear_combination tn * ni ^ 2 * hEF
  have hu : 0 < ni * exp x := by positivity
  constructor
  · intro h
    have h0 := mul_nonneg hn.le (sub_nonneg.2 h)
    rw [key] at h0
    constructor
    · by_contra hc
      have hc' := not_le.1 hc
      have h1 : n ≤ ni * exp x := by
        by_contra h2
        have := mul_pos (sub_pos.2 (not_le.1 h2)) (sub_pos.2 hc')
        linarith
      have h3 := mul_lt_mul_of_pos_left hc' hu
      have h4 := mul_le_mul_of_nonneg_right h1 (mul_pos htp hn).le
      linarith
    · by_contra hc
      have hc' := not_le.1 hc
      have h1 : tp * n ≤ tn * (ni * exp (-x)) := by
        by_contra h2
        have := mul_pos (sub_pos.2 hc') (sub_pos.2 (not_le.1 h2))
        linarith
      have h3 := mul_le_mul_of_nonneg_left h1 hu.le
      have h4 := mul_lt_mul_of_pos_right hc' (mul_pos htp hn)
      linarith
  · rintro ⟨h1, h2⟩
    have h0 := mul_nonneg (sub_nonneg.2 h2) (sub_nonneg.2 h1)
    rw [← key] at h0
    exact sub_nonneg.1 (nonneg_of_mul_nonneg_right h0 hn)

/-- When `n p > ni²`, the recombination rate at the optimal level is strictly larger than at
any other trap energy; it is at least `(n p - ni²) / (3 tp n + tn p)` inside the window and
less than `(n p - ni²) / (2 tp n + tn p)` outside. -/
theorem srhRate_peak_and_window {tn tp n p ni : ℝ} (x : ℝ) (htn : 0 < tn) (htp : 0 < tp)
    (hn : 0 < n) (hni : 0 < ni) (hex : ni ^ 2 < n * p) :
    (x ≠ optimalLevel tn tp →
        srhRate tn tp n p ni x < srhRate tn tp n p ni (optimalLevel tn tp)) ∧
      (x ∈ trapWindow tn tp n ni →
        (n * p - ni ^ 2) / (3 * tp * n + tn * p) ≤ srhRate tn tp n p ni x) ∧
      (x ∉ trapWindow tn tp n ni →
        srhRate tn tp n p ni x < (n * p - ni ^ 2) / (2 * tp * n + tn * p)) := by
  have hp : 0 < p := pos_of_mul_pos_right (lt_of_le_of_lt (sq_nonneg ni) hex) hn.le
  have hnum : 0 < n * p - ni ^ 2 := sub_pos.2 hex
  have hD : ∀ y, 0 < srhDenom tn tp n p ni y := fun y => by
    unfold srhDenom
    positivity
  have hb := srhDenom_window_bounds p x htn htp hn hni
  unfold srhRate
  refine ⟨fun h => ?_, fun h => ?_, fun h => ?_⟩
  · exact div_lt_div_of_pos_left hnum (hD _) ((srhDenom_unique_min n p htn htp hni).2 x h)
  · exact div_le_div_of_nonneg_left hnum.le (hD x) (hb.1 h)
  · exact div_lt_div_of_pos_left hnum (by positivity) (hb.2 h)

end

end SRHTrapLevel
```

```lean
#print axioms SRHTrapLevel.srhDenom_strictConvexOn
#print axioms SRHTrapLevel.srhDenom_le_iff_mem_window
#print axioms SRHTrapLevel.srhRate_peak_and_window
```

```
'SRHTrapLevel.srhDenom_strictConvexOn' depends on axioms: [propext, Classical.choice, Quot.sound]
'SRHTrapLevel.srhDenom_le_iff_mem_window' depends on axioms: [propext, Classical.choice, Quot.sound]
'SRHTrapLevel.srhRate_peak_and_window' depends on axioms: [propext, Classical.choice, Quot.sound]
```

## How the Lean statements correspond to the physics

All quantities are real numbers without units. The arguments `tn`, `tp`, `n`, `p`, `ni`, `x` are $t_n,t_p,n,p,n_i,x$, and the function `srhDenom` is $D$. The definition `optimalLevel` is $x_0$, `trapWindow` is the closed interval (`Icc`) between the two logarithms, and `srhRate` is $U$. The sign convention is that positive $x$ lies towards the conduction band and positive $U$ means net recombination.

- `srhDenom_strictConvexOn` states strict convexity on the whole real line, `univ`.
- `srhDenom_unique_min` gives the value at $x_0$ and says that $D$ is strictly larger at every other $x$.
- `srhDenom_window_bounds` contains the bounds inside and outside the window.
- `srhDenom_le_iff_mem_window` identifies the window with the set where $D\le T$, under the hypothesis `hw`, which is $t_nn_i^2\le t_pn^2$.
- `srhRate_peak_and_window` carries the maximum and the two window bounds over to the rate, under the hypothesis `hex`, which is $n_i^2<np$. Physically, this is an excess of carriers over equilibrium, as under illumination or forward bias.

The hypotheses are lighter than "all parameters positive". Convexity and the minimum need only positive $t_n,t_p,n_i$; the window statements also need $n>0$. No theorem about $D$ restricts $p$, and for the rate $p>0$ follows from `hex`.

The SRH formula itself is taken as a definition. It is not derived from capture and emission kinetics, and it carries the usual idealisations: steady state, non-degenerate carriers and a single trap level, with any degeneracy factor absorbed into $x$. The real line also has no band edges, so nothing ensures that $x_0$ or the window lies within the gap of a given material.

In defect studies, a trap level computed from electronic structure can be placed on this $x$ axis. Its strength as a recombination centre also depends on its capture coefficients and its density, which set $t_n$ and $t_p$. For equal lifetimes the optimum is $x_0=0$, the intrinsic level, which is close to midgap when the effective densities of states of the two bands are similar.

## How the proof follows the calculation

`srhDenom_eq_cosh` proves the hyperbolic form. It writes $t_p=e^a$ and $t_n=e^b$, so that the square root becomes $e^{(a+b)/2}$ and the optimal level becomes $(b-a)/2$. The identities `e1` and `e2` are the two rewritings of $t_pe^x$ and $t_ne^{-x}$ given above, and `linear_combination` combines them, each with the coefficient $-n_i$. The minimum then follows from `Real.cosh_zero` and `Real.one_lt_cosh`.

For convexity, the file works with the defining inequality instead of the second derivative. It applies the strict convexity of the exponential once to the points $x,y$ and once to $-x,-y$, multiplies the results by the positive weights $t_pn_i$ and $t_nn_i$, and adds them. The remaining terms of $D$ are constant, and `linarith` completes the sum.

`mem_trapWindow_iff` exponentiates the ends of the interval and clears the denominators, which gives the two inequalities used by hand. In `srhDenom_window_bounds`, the inside case adds these inequalities, the second one multiplied by $t_p$. The outside case asks with `by_cases` whether $t_nn_ie^{-x}\le t_pn$ holds. If it does, the other inequality must fail; if not, this term alone already exceeds $t_pn$. In both cases `hu` and `hv` supply the positivity of the remaining term.

In `srhDenom_le_iff_mem_window`, the step `key` is the factorisation of $n(T-D)$, and `hprod` records that the two emission terms multiply to $t_nn_i^2$. From $D\le T$, each window inequality is proved by contradiction: if one factor is negative, the other cannot be positive, and the product of the emission terms then becomes larger than `hw` allows. The reverse direction multiplies two nonnegative factors and cancels the positive $n$.

The theorem on the rate first obtains $p>0$ and the positivity of $D$ at every trap energy. Its three parts then compare fractions with the same positive numerator.

## A window of one point, and an empty one

When $t_nn_i^2=t_pn^2$, the two ends of the window coincide at $x_0$. There $n_ie^{x_0}=n$ and $t_nn_ie^{-x_0}=t_pn$, so $D(x_0)=3t_pn+t_np$ exactly. The factor 3 in the inside bound therefore cannot be lowered in general. With $t_n=t_p=n=n_i=1$, for example, the window is the single point $x=0$ and $D(0)=3+p$.

Without `hw`, the exact description of the window fails. Take $t_n=t_p=n=1$ and $n_i=2$. The window would run from $\ln2$ to $-\ln2$, so it is empty. The threshold is $T=6+p$, yet $D(0)=5+p$ lies below it: the trap at $x=0$ satisfies $D\le T$ without belonging to the window.
